# Limits of the two levels of a real 2×2 eigenproblem as one overlap eigenvalue falls to zero

## Checking the smallest eigenvalue of the overlap operator

When an ultrasoft pseudopotential gives a level at an implausible energy, a sensible step is to compute the smallest eigenvalue of the overlap operator $S$. If that eigenvalue is close to zero, the strange level may come from the overlap and not from the potential. The two-state model treated here shows how this happens, which sign the runaway energy has, and what becomes of the other level.

Inside the core radius an ultrasoft pseudo-wavefunction need not have the same norm as the all-electron state. Augmentation terms make up the difference in charge, which can have either sign, and the Schrödinger equation becomes a generalized eigenproblem $H\psi = E S\psi$. With a single projector $\beta$ the overlap operator is

$$S = 1 + q\,|\beta\rangle\langle\beta| ,$$

where $\beta$ is scaled so that its overlap with the pseudo-function is 1, and $q$ is the squared norm of the all-electron function minus that of the pseudo-function, both taken inside the core radius. Along $\beta$ the eigenvalue of $S$ is $s = 1 + q\langle\beta|\beta\rangle$, and in every orthogonal direction it is 1. If the pseudo-function has too much norm, $q$ is negative and $s$ can come close to zero.

## Two states, one of them with a small norm

Take one state orthogonal to $\beta$ and one state along $\beta$, both of unit length in the ordinary inner product. In this basis

$$H=\begin{pmatrix} a & c\\ c & d\end{pmatrix},\qquad S=\begin{pmatrix}1&0\\0&s\end{pmatrix},$$

with real $a$, $c$, $d$. The number $d$ is a matrix element and not the energy of the second state. That state has squared norm $s$ under $S$, so after normalisation its energy is $d/s$ and its coupling to the first state is $c/\sqrt{s}$.

The pair $(H,S)$ is called a pencil, and a level is a number $E$ for which $Hv=ESv$ has a nonzero solution $v$. Write

$$R=\sqrt{(d-as)^2+4sc^2},\qquad E_\pm=\frac{d+as\pm R}{2s}.$$

For $s>0$ the levels are exactly $E_-$ and $E_+$, with $E_-\le E_+$. As $s\to0^+$ with $a$, $c$, $d$ fixed:

| case | $E_-$ | $E_+$ |
|---|---|---|
| $d>0$ | $a-c^2/d$ | $+\infty$ |
| $d<0$ | $-\infty$ | $a-c^2/d$ |
| $d=0$, $c\neq0$ | $-\infty$ | $+\infty$ |

For $d\ne0$ the pencil with $s=0$ has the single level $a-c^2/d$.

In electronic-structure terms, this finite, non-interacting model shows that a nearly vanishing overlap eigenvalue can put a spurious level at the bottom of the spectrum, where states are filled first, when $d<0$.

## How the Lean statements express this

The matrices are `hamiltonian a c d` and `overlap s`. `IsLevel H S E` says that some nonzero real vector `v` satisfies `H *ᵥ v = E • (S *ᵥ v)`; no normalisation of `v` is required. The formulas $E_-$ and $E_+$ are the separate definitions `lowerLevel` and `upperLevel`, and `levels_of_pencil` proves that they give the levels when `0 < s`. It describes the set of levels, so it also holds when the two coincide, which happens for $c=0$ and $d=as$. The name `gapRoot` stands for $R$; the distance between the levels is $R/s$.

The filter `𝓝[>] 0` means that $s$ approaches zero through positive values. The targets `atTop` and `atBot` stand for $+\infty$ and $-\infty$, and `𝓝 x` for convergence to $x$. The three rows of the table are `limits_of_pos`, `limits_of_neg` and `limits_of_zero`. The case $s=0$ is stated in `singular_level` through `IsLevel`, because Lean's division by zero would make both closed formulas return 0 there.

The hypothesis `0 < s` says that every nonzero state has positive norm. An overlap with a negative eigenvalue, which a poor pseudopotential can produce, lies beyond the limits treated here. The step from this model to a real calculation is the assumption that two states can be separated from all the others and that $a$, $c$, $d$ stay fixed while $s$ shrinks. In practice, changing the augmentation also changes $H$.

## From the secular equation to the limits

A nonzero $v$ with $(H-ES)v=0$ exists exactly when the determinant vanishes:

$$(a-E)(d-sE)-c^2=0 .$$

Expanded, this is $sE^2-(d+as)E+ad-c^2=0$. Multiply by $4s$ and complete the square:

$$\bigl(2sE-(d+as)\bigr)^2=(d+as)^2-4s(ad-c^2)=(d-as)^2+4sc^2=R^2 .$$

For $s>0$ the expression under the root is nonnegative, so $R$ is real, and $2sE=d+as\pm R$. Since $4s\neq0$, the steps can be reversed, and both values solve the secular equation. The order $E_-\le E_+$ follows from $R\ge0$.

Let $d>0$. As $s\to0^+$, $R\to\sqrt{d^2}=d$, so the numerator of $E_+$ tends to $2d>0$ while $1/(2s)$ grows without bound. Hence $E_+\to+\infty$. The numerator of $E_-$ tends to zero, which leaves the form $0/0$. From the square completed above,

$$(d+as-R)(d+as+R)=(d+as)^2-R^2=4s(ad-c^2).$$

For small $s$ the second factor is positive, and dividing by it and by $2s$ gives

$$E_-=\frac{2(ad-c^2)}{d+as+R}\;\longrightarrow\;\frac{2(ad-c^2)}{2d}=a-\frac{c^2}{d}.$$

Let $d<0$. Replacing $(a,d)$ by $(-a,-d)$ leaves $R$ unchanged, so $E_-(a,c,d)=-E_+(-a,c,-d)$ and $E_+(a,c,d)=-E_-(-a,c,-d)$. Since $-d>0$, the previous case applies. It gives $E_-\to-\infty$ and

$$E_+\to-\Bigl(-a-\frac{c^2}{-d}\Bigr)=a-\frac{c^2}{d}.$$

Let $d=0$ and $c\ne0$. Then $R=\sqrt{a^2s^2+4sc^2}\ge2|c|\sqrt{s}$, so

$$E_+=\frac{as+R}{2s}\ge\frac a2+\frac{|c|}{\sqrt s}\to+\infty ,$$

and the reflection gives $E_-\to-\infty$. If $c$ is zero as well, the levels are $0$ and $a$ for every $s>0$, and nothing diverges.

Finally, at $s=0$ with $d\neq0$ the secular equation is linear, $(a-E)d=c^2$, and its only solution is $E=a-c^2/d$.

## Numbers for s = 0.01

Take $a=1$, $c=1$, $d=2$ in any energy unit. Then $R=\sqrt{1.99^2+0.04}=\sqrt{4.0001}\approx2.000025$, and

$$E_+\approx\frac{4.010025}{0.02}\approx200.501,\qquad E_-\approx\frac{0.009975}{0.02}\approx0.499 .$$

The limit of the lower level is $1-1/2=0.5$.

With $d=-2$ instead, $R=\sqrt{4.0801}\approx2.019926$. The levels are $E_-\approx-200.496$ and $E_+\approx1.496$, and the finite limit is $1+1/2=1.5$.

## Why the finite level does not return to a

One might argue that the second state moves infinitely far away in energy, so that it decouples and leaves the first state at $a$. This forgets that the normalised coupling $c/\sqrt s$ grows too. The second-order shift is roughly the squared coupling divided by the energy of the distant state, with a minus sign:

$$-\frac{c^2/s}{d/s}=-\frac{c^2}{d}.$$

The factors of $s$ cancel, and the shift survives in the limit. In the example it is half an energy unit.

## The complete Lean file

```lean
import Mathlib

open Filter Topology Matrix

namespace UltrasoftOverlapPencil

noncomputable section

/-- The real symmetric two-state Hamiltonian with diagonal entries `a`, `d` and coupling `c`. -/
def hamiltonian (a c d : ℝ) : Matrix (Fin 2) (Fin 2) ℝ := !![a, c; c, d]

/-- The diagonal overlap matrix that gives the second basis state the norm weight `s`. -/
def overlap (s : ℝ) : Matrix (Fin 2) (Fin 2) ℝ := !![1, 0; 0, s]

/-- `E` is a level of the pencil `(H, S)` if `H v = E S v` for some nonzero real vector `v`. -/
def IsLevel (H S : Matrix (Fin 2) (Fin 2) ℝ) (E : ℝ) : Prop :=
  ∃ v : Fin 2 → ℝ, v ≠ 0 ∧ H *ᵥ v = E • (S *ᵥ v)

/-- The square root that appears in the two-level formula. -/
def gapRoot (a c d s : ℝ) : ℝ := √((d - a * s) ^ 2 + 4 * s * c ^ 2)

/-- The formula with the plus sign, meant for `s > 0`. -/
def upperLevel (a c d s : ℝ) : ℝ := (d + a * s + gapRoot a c d s) / (2 * s)

/-- The formula with the minus sign, meant for `s > 0`. -/
def lowerLevel (a c d s : ℝ) : ℝ := (d + a * s - gapRoot a c d s) / (2 * s)

/-- The levels are the real roots of the secular equation `(a - E)(d - s E) - c² = 0`. -/
theorem isLevel_iff_secular (a c d s E : ℝ) :
    IsLevel (hamiltonian a c d) (overlap s) E ↔ (a - E) * (d - s * E) - c ^ 2 = 0 := by
  have hdet : (hamiltonian a c d - E • overlap s).det = (a - E) * (d - s * E) - c ^ 2 := by
    rw [Matrix.det_fin_two]
    simp [hamiltonian, overlap]
    ring
  -- a nonzero kernel vector exists exactly when the determinant vanishes
  rw [← hdet, ← Matrix.exists_mulVec_eq_zero_iff]
  simp only [IsLevel, Matrix.sub_mulVec, Matrix.smul_mulVec, sub_eq_zero]

lemma gapRoot_sq (a c d : ℝ) {s : ℝ} (hs : 0 < s) :
    gapRoot a c d s ^ 2 = (d - a * s) ^ 2 + 4 * s * c ^ 2 :=
  Real.sq_sqrt (by positivity)

/-- For `s > 0` the levels of the pencil are exactly `lowerLevel` and `upperLevel`,
in this order. -/
theorem levels_of_pencil (a c d : ℝ) {s : ℝ} (hs : 0 < s) :
    lowerLevel a c d s ≤ upperLevel a c d s ∧
    ∀ E, IsLevel (hamiltonian a c d) (overlap s) E ↔
      E = lowerLevel a c d s ∨ E = upperLevel a c d s := by
  have h2s : 2 * s ≠ 0 := by positivity
  have hr := gapRoot_sq a c d hs
  constructor
  · have h0 : 0 ≤ gapRoot a c d s := Real.sqrt_nonneg _
    unfold lowerLevel upperLevel
    exact div_le_div_of_nonneg_right (by linarith) (by positivity)
  intro E
  -- completing the square factorises the secular polynomial
  have key : 4 * s * ((a - E) * (d - s * E) - c ^ 2) =
      (2 * s * E - (d + a * s) + gapRoot a c d s) *
        (2 * s * E - (d + a * s) - gapRoot a c d s) := by
    linear_combination hr
  rw [isLevel_iff_secular, lowerLevel, upperLevel, eq_div_iff h2s, eq_div_iff h2s]
  constructor
  · intro h
    rw [h, mul_zero] at key
    rcases mul_eq_zero.mp key.symm with h1 | h1
    · left; linarith
    · right; linarith
  · intro h
    have hz : 4 * s * ((a - E) * (d - s * E) - c ^ 2) = 0 := by
      rw [key, mul_eq_zero]
      rcases h with h | h
      · left; linarith
      · right; linarith
    exact (mul_eq_zero.mp hz).resolve_left (by positivity)

lemma tendsto_numerator (a c : ℝ) {d : ℝ} (hd : 0 < d) :
    Tendsto (fun s => d + a * s + gapRoot a c d s) (𝓝[>] 0) (𝓝 (d + d)) := by
  have hc : Continuous (fun s => d + a * s + gapRoot a c d s) := by
    have h1 : Continuous (fun s : ℝ => √((d - a * s) ^ 2 + 4 * s * c ^ 2)) :=
      Continuous.sqrt (by fun_prop)
    have h2 : Continuous (fun s : ℝ => d + a * s) := by fun_prop
    exact h2.add h1
  have h0 : d + a * 0 + gapRoot a c d 0 = d + d := by
    simp [gapRoot, Real.sqrt_sq hd.le]
  rw [← h0]
  exact (hc.tendsto 0).mono_left nhdsWithin_le_nhds

/-- For `d > 0`, as `s` tends to zero from above, the upper level tends to plus infinity and
the lower level to `a - c² / d`. -/
theorem limits_of_pos (a c : ℝ) {d : ℝ} (hd : 0 < d) :
    Tendsto (upperLevel a c d) (𝓝[>] 0) atTop ∧
    Tendsto (lowerLevel a c d) (𝓝[>] 0) (𝓝 (a - c ^ 2 / d)) := by
  have hnum := tendsto_numerator a c hd
  have hdd : 0 < d + d := by linarith
  constructor
  · have h := (hnum.div_const 2).pos_mul_atTop (by linarith) tendsto_inv_nhdsGT_zero
    refine h.congr fun s => ?_
    simp only [upperLevel]
    ring
  · have hv : 2 * (a * d - c ^ 2) / (d + d) = a - c ^ 2 / d := by
      have hk : c ^ 2 / d * d = c ^ 2 := div_mul_cancel₀ _ hd.ne'
      rw [div_eq_iff hdd.ne']
      linear_combination 2 * hk
    have h : Tendsto (fun s => 2 * (a * d - c ^ 2) / (d + a * s + gapRoot a c d s))
        (𝓝[>] 0) (𝓝 (2 * (a * d - c ^ 2) / (d + d))) :=
      tendsto_const_nhds.div hnum hdd.ne'
    rw [← hv]
    refine Tendsto.congr' ?_ h
    -- rationalising the numerator removes the indeterminate quotient
    filter_upwards [self_mem_nhdsWithin, hnum.eventually (lt_mem_nhds hdd)] with s hs hp
    have hs' : 0 < s := hs
    have h2s : 2 * s ≠ 0 := by positivity
    rw [lowerLevel, div_eq_div_iff (ne_of_gt hp) h2s]
    linear_combination gapRoot_sq a c d hs'

/-- Reversing the signs of both diagonal entries exchanges the two level formulas up to a sign. -/
theorem level_reflection (a c d s : ℝ) :
    lowerLevel a c d s = -upperLevel (-a) c (-d) s ∧
    upperLevel a c d s = -lowerLevel (-a) c (-d) s := by
  have h : gapRoot (-a) c (-d) s = gapRoot a c d s := by
    unfold gapRoot
    congr 1
    ring
  constructor <;> simp only [lowerLevel, upperLevel, h] <;> ring

/-- For `d < 0`, as `s` tends to zero from above, the lower level tends to minus infinity and
the upper level to `a - c² / d`. -/
theorem limits_of_neg (a c : ℝ) {d : ℝ} (hd : d < 0) :
    Tendsto (lowerLevel a c d) (𝓝[>] 0) atBot ∧
    Tendsto (upperLevel a c d) (𝓝[>] 0) (𝓝 (a - c ^ 2 / d)) := by
  obtain ⟨hu, hl⟩ := limits_of_pos (-a) c (neg_pos.mpr hd)
  constructor
  · exact (tendsto_neg_atTop_atBot.comp hu).congr fun s => (level_reflection a c d s).1.symm
  · have hv : -(-a - c ^ 2 / (-d)) = a - c ^ 2 / d := by
      rw [div_neg]
      ring
    rw [← hv]
    exact hl.neg.congr fun s => (level_reflection a c d s).2.symm

lemma upper_of_zero (a : ℝ) {c : ℝ} (hc : c ≠ 0) :
    Tendsto (upperLevel a c 0) (𝓝[>] 0) atTop := by
  have h : Tendsto (fun s : ℝ => a / 2 + |c| * √(s⁻¹)) (𝓝[>] 0) atTop :=
    tendsto_atTop_add_const_left _ _
      ((Real.tendsto_sqrt_atTop.comp tendsto_inv_nhdsGT_zero).const_mul_atTop (abs_pos.mpr hc))
  refine tendsto_atTop_mono' _ ?_ h
  filter_upwards [self_mem_nhdsWithin] with s hs
  have hs' : 0 < s := hs
  have hq : √(s⁻¹) ^ 2 * s = 1 := by
    rw [Real.sq_sqrt (inv_pos.mpr hs').le, inv_mul_cancel₀ hs'.ne']
  have hsq : (|c| * √(s⁻¹) * (2 * s)) ^ 2 = 4 * s * c ^ 2 := by
    linear_combination (4 * s ^ 2 * √(s⁻¹) ^ 2) * sq_abs c + 4 * s * c ^ 2 * hq
  -- the coupling alone bounds the square root from below
  have hle : |c| * √(s⁻¹) * (2 * s) ≤ gapRoot a c 0 s :=
    (le_abs_self _).trans (Real.abs_le_sqrt (by rw [hsq]; linarith [sq_nonneg (0 - a * s)]))
  rw [upperLevel, le_div_iff₀ (by positivity)]
  linarith

/-- For `d = 0` and nonzero coupling, as `s` tends to zero from above, the upper level tends
to plus infinity and the lower level to minus infinity. -/
theorem limits_of_zero (a : ℝ) {c : ℝ} (hc : c ≠ 0) :
    Tendsto (upperLevel a c 0) (𝓝[>] 0) atTop ∧
    Tendsto (lowerLevel a c 0) (𝓝[>] 0) atBot := by
  refine ⟨upper_of_zero a hc, ?_⟩
  refine (tendsto_neg_atTop_atBot.comp (upper_of_zero (-a) hc)).congr fun s => ?_
  have h := (level_reflection a c 0 s).1
  rw [neg_zero] at h
  exact h.symm

/-- For `d ≠ 0` the pencil with the singular overlap `s = 0` has `a - c² / d` as its
only level. -/
theorem singular_level (a c : ℝ) {d : ℝ} (hd : d ≠ 0) (E : ℝ) :
    IsLevel (hamiltonian a c d) (overlap 0) E ↔ E = a - c ^ 2 / d := by
  have hk : c ^ 2 / d * d = c ^ 2 := div_mul_cancel₀ _ hd
  rw [isLevel_iff_secular]
  constructor
  · intro h
    apply mul_right_cancel₀ hd
    linear_combination hk - h
  · rintro rfl
    linear_combination hk

end

end UltrasoftOverlapPencil
```

```lean
#print axioms UltrasoftOverlapPencil.levels_of_pencil
-- 'UltrasoftOverlapPencil.levels_of_pencil' depends on axioms: [propext, Classical.choice, Quot.sound]
#print axioms UltrasoftOverlapPencil.limits_of_neg
-- 'UltrasoftOverlapPencil.limits_of_neg' depends on axioms: [propext, Classical.choice, Quot.sound]
#print axioms UltrasoftOverlapPencil.limits_of_zero
-- 'UltrasoftOverlapPencil.limits_of_zero' depends on axioms: [propext, Classical.choice, Quot.sound]
#print axioms UltrasoftOverlapPencil.singular_level
-- 'UltrasoftOverlapPencil.singular_level' depends on axioms: [propext, Classical.choice, Quot.sound]
```

## The secular equation and its two roots in Lean

`isLevel_iff_secular` first computes the determinant of $H-ES$ as `hdet`. The Mathlib result `Matrix.exists_mulVec_eq_zero_iff` then supplies the equivalence between a nonzero kernel vector and a vanishing determinant. This theorem puts no condition on `s`, which is why it also serves the singular pencil.

`gapRoot_sq` states that $R^2$ equals the expression under the root; positivity of `s` ensures that this expression is nonnegative. In `levels_of_pencil` the fact `key` is the completed square, written as a product of two factors:

$$4s\bigl[(a-E)(d-sE)-c^2\bigr]=(2sE-(d+as)+R)(2sE-(d+as)-R).$$

The tactic `linear_combination hr` verifies it by polynomial algebra, using the value of $R^2$. If the secular polynomial vanishes, one of the factors is zero, and this gives one of the two levels. In the other direction, a vanishing factor makes the left side zero, and $4s\neq0$ is divided out.

## The limits in Lean

`tendsto_numerator` shows that $d+as+R$ tends to $2d$ for $d>0$. The function is continuous in $s$, its value at $s=0$ is $d+\sqrt{d^2}=2d$, and the limit is then restricted to positive $s$.

`limits_of_pos` uses this lemma for both levels. For the upper level, half the numerator has a positive limit and is multiplied by $s^{-1}$, which tends to infinity. For the lower level, the proof takes the limit of the rationalised quotient $2(ad-c^2)/(d+as+R)$. It then shows that this quotient equals `lowerLevel` for all sufficiently small positive $s$. The `filter_upwards` line collects the two conditions needed, $s>0$ and a positive denominator. After cross-multiplication the equality reduces to `gapRoot_sq`.

`level_reflection` is the sign reversal of $a$ and $d$, and `limits_of_neg` applies it to the results for positive $d$.

For $d=0$, `upper_of_zero` proves the bound $a/2+|c|/\sqrt s\le E_+$, with $1/\sqrt s$ written as `√(s⁻¹)`. The step `hsq` squares the coupling term, and `hle` compares it with $R$ after the nonnegative term $(as)^2$ has been discarded. Since the lower bound tends to infinity, so does the level. `limits_of_zero` adds the other level by reflection.

`singular_level` sets $s=0$ in the secular equation and solves the linear equation that remains, cancelling the nonzero factor $d$.
